# A vanishing density ripple leaves continuous GGA energies unchanged in the limit but makes ∫(n″)² diverge

Take the uniform density $n=1$ on $[0,2\pi]$ and add the ripple $k^{-3/2}\sin(kx)$. Going from $k=1$ to $k=4$ shrinks the ripple's amplitude from $1$ to $1/8$ and its largest slope from $1$ to $1/2$, but doubles its largest second derivative from $1$ to $2$. The integral of the squared slope falls from $\pi$ to $\pi/4$; that of the squared second derivative rises from $\pi$ to $4\pi$.

The physical question is how far small errors in a density spoil an energy computed from it. A generalized gradient approximation (GGA) uses the density and its gradient; a Laplacian-level functional also uses second derivatives. In this one-dimensional model, with one explicit ripple and $(n'')^2$ as the Laplacian-level integrand, a converged GGA energy is no evidence that the other energy has converged.

## The ripple and the two energies

Write $n_k(x)=n(x)+k^{-3/2}\sin(kx)$ for the noisy density, `noisy n k` in Lean. The exponent $-3/2$ is a choice: it lies between $-1$, where the slope stops vanishing, and $-2$, where the second derivative stops growing.

```lean
import Mathlib

open Filter Topology

namespace DensityNoise

noncomputable section

/-- The density `n` with a ripple of wave number `k ≥ 1` and amplitude `k^(-3/2)` added. -/
def noisy (n : ℝ → ℝ) (k : ℕ) (x : ℝ) : ℝ :=
  n x + (k : ℝ) ^ (-(3 / 2) : ℝ) * Real.sin (k * x)
```

The function $f$ is the GGA energy density, with value and slope as its two arguments.

```lean
/-- The GGA-type energy on `[0, 2π]`: the integral of `f (n, n')`. -/
def ggaEnergy (f : ℝ × ℝ → ℝ) (n : ℝ → ℝ) : ℝ :=
  ∫ x in (0 : ℝ)..(2 * Real.pi), f (n x, deriv n x)
```

In one dimension the Laplacian is $n''$, written as a repeated `deriv`.

```lean
/-- A Laplacian-level energy on `[0, 2π]`: the integral of the squared second derivative. -/
def laplacianEnergy (n : ℝ → ℝ) : ℝ :=
  ∫ x in (0 : ℝ)..(2 * Real.pi), (deriv (deriv n) x) ^ 2
```

Everything is dimensionless, and $n$ need be neither periodic nor positive. No hypothesis covers the step to a real calculation: the sine wave stands in for the error that a grid or basis set leaves in a three-dimensional density, and $(n'')^2$ for the integrand of an actual Laplacian-level functional. The choice of integrand matters: the integral of $n''$ itself over $[0,2\pi]$ is unchanged by the ripple when $n$ is twice continuously differentiable.

## A differentiable background

Differentiability means that the clean density has no kinks, unlike an atomic density at a nucleus. By hand, it allows differentiation term by term:

$$n_k'=n'+k^{-1/2}\cos(kx),\qquad n_k''=n''-\sqrt{k}\,\sin(kx).$$

Each derivative brings down a factor $k$, so the amplitudes go as $k^{-3/2}$, $k^{-1/2}$, $k^{1/2}$. The second formula also needs $n'$ to be differentiable. At a kink of $n$ neither $n'$ nor $n_k'$ exists, and the first formula has no meaning there.

In both proofs `e` combines the powers of $k$ and `h3` is the sum rule together with the chain rule.

```lean
/-- For a differentiable density and `k ≥ 1`, the ripple changes the density gradient
by `k^(-1/2) cos (k x)`. -/
theorem deriv_noisy {n : ℝ → ℝ} {k : ℕ} (hk : 1 ≤ k) (hn : Differentiable ℝ n) (x : ℝ) :
    deriv (noisy n k) x = deriv n x + (k : ℝ) ^ (-(1 / 2) : ℝ) * Real.cos (k * x) := by
  have hk0 : (k : ℝ) ≠ 0 := by
    have : k ≠ 0 := by omega
    exact_mod_cast this
  have e : (k : ℝ) ^ (-(1 / 2) : ℝ) = (k : ℝ) ^ (-(3 / 2) : ℝ) * k := by
    rw [← Real.rpow_add_one hk0]
    congr 1
    norm_num
  have h1 : HasDerivAt (fun y : ℝ => (k : ℝ) * y) k x := by
    simpa using (hasDerivAt_id x).const_mul (k : ℝ)
  have h3 : HasDerivAt (noisy n k)
      (deriv n x + (k : ℝ) ^ (-(3 / 2) : ℝ) * (Real.cos (k * x) * k)) x :=
    (hn x).hasDerivAt.fun_add (h1.sin.const_mul ((k : ℝ) ^ (-(3 / 2) : ℝ)))
  rw [h3.deriv, e]
  ring

/-- For a twice differentiable density and `k ≥ 1`, the ripple changes the second derivative
by `-√k sin (k x)`. -/
theorem deriv_deriv_noisy {n : ℝ → ℝ} {k : ℕ} (hk : 1 ≤ k) (hn : Differentiable ℝ n)
    (hn' : Differentiable ℝ (deriv n)) (x : ℝ) :
    deriv (deriv (noisy n k)) x = deriv (deriv n) x - Real.sqrt k * Real.sin (k * x) := by
  have hk0 : (k : ℝ) ≠ 0 := by
    have : k ≠ 0 := by omega
    exact_mod_cast this
  have e : Real.sqrt k = (k : ℝ) ^ (-(1 / 2) : ℝ) * k := by
    rw [Real.sqrt_eq_rpow, ← Real.rpow_add_one hk0]
    congr 1
    norm_num
  have h1 : HasDerivAt (fun y : ℝ => (k : ℝ) * y) k x := by
    simpa using (hasDerivAt_id x).const_mul (k : ℝ)
  have h3 : HasDerivAt (fun y => deriv n y + (k : ℝ) ^ (-(1 / 2) : ℝ) * Real.cos (k * y))
      (deriv (deriv n) x + (k : ℝ) ^ (-(1 / 2) : ℝ) * (-Real.sin (k * x) * k)) x :=
    (hn' x).hasDerivAt.fun_add (h1.cos.const_mul ((k : ℝ) ^ (-(1 / 2) : ℝ)))
  rw [funext (deriv_noisy hk hn), h3.deriv, e]
  ring
```

## A continuous energy density and a continuous slope

Continuity of $f$ says that the GGA energy density does not jump under small changes of density or gradient. The theorem asks for this on the whole plane, so an integrand such as $(n')^2/n$, singular at $n=0$, does not qualify as it stands. The background must be continuously differentiable, which keeps its slope bounded on $[0,2\pi]$.

For $k\ge1$ the ripple $s$ and its slope $t$ both lie in $[-1,1]$. The function

$$G(x,s,t)=f(n(x)+s,\;n'(x)+t)$$

is continuous on the compact box $[0,2\pi]\times[-1,1]^2$, hence bounded there by some constant $C$. At each $x$ both $s$ and $t$ tend to zero, so the integrand tends to $f(n(x),n'(x))$. Dominated convergence, with $C$ as the dominating function, gives

$$\int_0^{2\pi} f(n_k,n_k')\,dx\;\to\;\int_0^{2\pi} f(n,n')\,dx.$$

In Lean, `hC` is the bound on the box, `small` and `lim` are the estimates on the ripple, and `key` is the dominated convergence step. The last lines use the slope formula to identify the integrals for $k\ge1$. The limit is taken for each fixed $f$, with no rate.

```lean
/-- For a continuously differentiable density and continuous `f`, the GGA energy of the
noisy density tends to that of the clean density as `k → ∞`. -/
theorem ggaEnergy_tendsto {f : ℝ × ℝ → ℝ} (hf : Continuous f) {n : ℝ → ℝ}
    (hn : ContDiff ℝ 1 n) :
    Tendsto (fun k : ℕ => ggaEnergy f (noisy n k)) atTop (𝓝 (ggaEnergy f n)) := by
  have hd : Differentiable ℝ n := hn.differentiable (by norm_num)
  have hc : Continuous (deriv n) := hn.continuous_deriv (by norm_num)
  have hn0 : Continuous n := hd.continuous
  -- the energy density as a function of position, ripple and ripple slope
  obtain ⟨G, hGc, hG⟩ : ∃ G : ℝ × ℝ × ℝ → ℝ, Continuous G ∧
      ∀ x s t, G (x, s, t) = f (n x + s, deriv n x + t) :=
    ⟨fun p => f (n p.1 + p.2.1, deriv n p.1 + p.2.2), by fun_prop, fun _ _ _ => rfl⟩
  -- it is bounded on a compact set that contains all the arguments that occur
  obtain ⟨C, hC⟩ := ((isCompact_Icc (a := (0 : ℝ)) (b := 2 * Real.pi)).prod
    ((isCompact_Icc (a := (-1 : ℝ)) (b := 1)).prod
      (isCompact_Icc (a := (-1 : ℝ)) (b := 1)))).exists_bound_of_continuousOn hGc.continuousOn
  have small : ∀ (k : ℕ) (p s : ℝ), |s| ≤ 1 → |(k : ℝ) ^ (-p) * s| ≤ (k : ℝ) ^ (-p) := by
    intro k p s hs
    have h0 : 0 ≤ (k : ℝ) ^ (-p) := Real.rpow_nonneg (Nat.cast_nonneg k) _
    rw [abs_mul, abs_of_nonneg h0]
    exact mul_le_of_le_one_right h0 hs
  have lim : ∀ (p : ℝ) (s : ℕ → ℝ), 0 < p → (∀ k, |s k| ≤ 1) →
      Tendsto (fun k : ℕ => (k : ℝ) ^ (-p) * s k) atTop (𝓝 0) := fun p s hp hs =>
    squeeze_zero_norm (fun k => small k p (s k) (hs k))
      ((tendsto_rpow_neg_atTop hp).comp tendsto_natCast_atTop_atTop)
  have key : Tendsto (fun k : ℕ => ∫ x in (0 : ℝ)..(2 * Real.pi),
      G (x, (k : ℝ) ^ (-(3 / 2) : ℝ) * Real.sin (k * x),
        (k : ℝ) ^ (-(1 / 2) : ℝ) * Real.cos (k * x))) atTop
      (𝓝 (∫ x in (0 : ℝ)..(2 * Real.pi), G (x, 0, 0))) := by
    apply intervalIntegral.tendsto_integral_filter_of_dominated_convergence (fun _ => C)
    · refine Eventually.of_forall fun k => Continuous.aestronglyMeasurable ?_
      exact hGc.comp (by fun_prop)
    · filter_upwards [eventually_ge_atTop 1] with k hk
      refine Eventually.of_forall fun x hx => hC _ ?_
      rw [Set.uIoc_of_le (by positivity)] at hx
      have hk1 : (1 : ℝ) ≤ k := by exact_mod_cast hk
      exact ⟨⟨hx.1.le, hx.2⟩,
        abs_le.1 ((small k _ _ (Real.abs_sin_le_one _)).trans
          (Real.rpow_le_one_of_one_le_of_nonpos hk1 (by norm_num))),
        abs_le.1 ((small k _ _ (Real.abs_cos_le_one _)).trans
          (Real.rpow_le_one_of_one_le_of_nonpos hk1 (by norm_num)))⟩
    · exact continuous_const.intervalIntegrable _ _
    · refine Eventually.of_forall fun x _ => (hGc.tendsto (x, 0, 0)).comp ?_
      exact tendsto_const_nhds.prodMk_nhds
        ((lim (3 / 2) _ (by norm_num) fun k => Real.abs_sin_le_one (k * x)).prodMk_nhds
          (lim (1 / 2) _ (by norm_num) fun k => Real.abs_cos_le_one (k * x)))
  have e0 : ggaEnergy f n = ∫ x in (0 : ℝ)..(2 * Real.pi), G (x, 0, 0) := by
    simp only [ggaEnergy, hG, add_zero]
  rw [e0]
  refine key.congr' ?_
  filter_upwards [eventually_ge_atTop 1] with k hk
  simp only [ggaEnergy, hG, deriv_noisy hk hd, noisy]
```

Continuity of $f$ everywhere except at one point is not enough. Let $f$ be $1$ at $(1,0)$ and $0$ elsewhere, with $n=1$. The clean energy is $2\pi$, but $\sin(kx)$ and $\cos(kx)$ never vanish together, so every noisy energy with $k\ge1$ is $0$.

## A whole number of waves

The hypothesis that $k$ is an integer with $k\ge1$ means that a whole number of wavelengths, and at least one, fits into the interval. By hand it enters through

$$\frac{d}{dx}\left[\frac{x}{2}-\frac{\sin(kx)\cos(kx)}{2k}\right]=\frac12-\frac{\cos^2(kx)-\sin^2(kx)}{2}=\sin^2(kx).$$

The bracket is $0$ at $x=0$ and $\pi$ at $x=2\pi$, because $\sin(2\pi k)=0$. Hence $\int_0^{2\pi}\sin^2(kx)\,dx=\pi$. The proof has the same two parts: `hF` checks the antiderivative and `hs` the endpoint.

```lean
/-- For `k ≥ 1`, the integral of `sin² (k x)` over `[0, 2π]` is `π`. -/
theorem integral_sin_sq_wave {k : ℕ} (hk : 1 ≤ k) :
    ∫ x in (0 : ℝ)..(2 * Real.pi), Real.sin (k * x) ^ 2 = Real.pi := by
  have hk0 : (k : ℝ) ≠ 0 := by
    have : k ≠ 0 := by omega
    exact_mod_cast this
  have hF : ∀ x : ℝ, HasDerivAt
      (fun y : ℝ => y / 2 - Real.sin (k * y) * Real.cos (k * y) / (2 * k))
      (Real.sin (k * x) ^ 2) x := by
    intro x
    have h1 : HasDerivAt (fun y : ℝ => (k : ℝ) * y) k x := by
      simpa using (hasDerivAt_id x).const_mul (k : ℝ)
    have h2 := ((hasDerivAt_id' x).div_const 2).fun_sub
      ((h1.sin.fun_mul h1.cos).div_const (2 * (k : ℝ)))
    refine h2.congr_deriv ?_
    field_simp
    linear_combination -Real.sin_sq_add_cos_sq ((k : ℝ) * x)
  have hs : Real.sin (k * (2 * Real.pi)) = 0 := by
    have h := Real.sin_nat_mul_pi (2 * k)
    push_cast at h
    rw [← h]
    congr 1
    ring
  rw [intervalIntegral.integral_eq_sub_of_hasDerivAt (fun x _ => hF x)
    (Continuous.intervalIntegrable (by fun_prop) _ _), hs]
  simp
```

For $k=0$ the integral is $0$. For real $k>0$ it is $\pi-\sin(4\pi k)/(4k)$, which at $k=9/8$ gives $\pi-2/9$.

## A continuous second derivative

If $n$ is twice continuously differentiable, the clean density has a finite Laplacian-level energy $L(n)=\int_0^{2\pi}(n'')^2\,dx$. The background curvature could partly cancel the ripple's, so the derivation needs a bound that survives cancellation. With $a=n''$ and $b=\sqrt{k}\,\sin(kx)$,

$$(a-b)^2-\frac{b^2}{2}+a^2=\frac12(2a-b)^2\ge0.$$

Integrating $(a-b)^2\ge b^2/2-a^2$ gives $L(n_k)\ge \pi k/2-L(n)$. In Lean, `hI` evaluates the integral of the right-hand side, and `hmono` integrates the inequality, which `nlinarith` derives from the square $(2a-b)^2$.

```lean
/-- For a twice continuously differentiable density and `k ≥ 1`, the Laplacian-level energy
of the noisy density is at least `π k / 2` minus that of the clean density. -/
theorem laplacianEnergy_lower_bound {n : ℝ → ℝ} (hn : ContDiff ℝ 2 n) {k : ℕ} (hk : 1 ≤ k) :
    Real.pi / 2 * k - laplacianEnergy n ≤ laplacianEnergy (noisy n k) := by
  have h2 : ContDiff ℝ (1 + 1) n := by
    rw [one_add_one_eq_two]
    exact hn
  have h1 : ContDiff ℝ 1 (deriv n) := (contDiff_succ_iff_deriv.1 h2).2.2
  have hd : Differentiable ℝ n := (hn.of_le one_le_two).differentiable (by norm_num)
  have hd' : Differentiable ℝ (deriv n) := h1.differentiable (by norm_num)
  have hc : Continuous (deriv (deriv n)) := h1.continuous_deriv (by norm_num)
  have hI : ∫ x in (0 : ℝ)..(2 * Real.pi),
      ((k : ℝ) / 2 * Real.sin (k * x) ^ 2 - (deriv (deriv n) x) ^ 2)
      = (k : ℝ) / 2 * Real.pi - laplacianEnergy n := by
    rw [intervalIntegral.integral_sub (Continuous.intervalIntegrable (by fun_prop) _ _)
      (Continuous.intervalIntegrable (by fun_prop) _ _),
      intervalIntegral.integral_const_mul, integral_sin_sq_wave hk, laplacianEnergy]
  have hmono : ∫ x in (0 : ℝ)..(2 * Real.pi),
      ((k : ℝ) / 2 * Real.sin (k * x) ^ 2 - (deriv (deriv n) x) ^ 2)
      ≤ laplacianEnergy (noisy n k) := by
    simp only [laplacianEnergy, deriv_deriv_noisy hk hd hd']
    refine intervalIntegral.integral_mono (by positivity)
      (Continuous.intervalIntegrable (by fun_prop) _ _)
      (Continuous.intervalIntegrable (by fun_prop) _ _) fun x => ?_
    -- pointwise: b² / 2 - a² ≤ (a - b)²
    have hq : Real.sqrt k ^ 2 = (k : ℝ) := Real.sq_sqrt (Nat.cast_nonneg k)
    have hb : (Real.sqrt k * Real.sin (k * x)) ^ 2 = k * Real.sin (k * x) ^ 2 := by
      rw [mul_pow, hq]
    dsimp only
    nlinarith [sq_nonneg (2 * deriv (deriv n) x - Real.sqrt k * Real.sin (k * x))]
  linarith
```

Since $L(n)$ is a fixed number, the bound grows without limit. The next theorem joins this divergence to the GGA limit for the same background; `atTop atTop` says that the energy eventually exceeds every bound.

```lean
/-- For every twice continuously differentiable density, the ripple leaves all GGA energies
with continuous `f` unchanged in the limit `k → ∞`, while the Laplacian-level energy diverges. -/
theorem gga_stable_laplacian_unstable {n : ℝ → ℝ} (hn : ContDiff ℝ 2 n) :
    (∀ f : ℝ × ℝ → ℝ, Continuous f →
      Tendsto (fun k : ℕ => ggaEnergy f (noisy n k)) atTop (𝓝 (ggaEnergy f n))) ∧
    Tendsto (fun k : ℕ => laplacianEnergy (noisy n k)) atTop atTop := by
  refine ⟨fun f hf => ggaEnergy_tendsto hf (hn.of_le one_le_two), ?_⟩
  have hlin : Tendsto (fun k : ℕ => Real.pi / 2 * (k : ℝ) + -laplacianEnergy n) atTop atTop :=
    tendsto_atTop_add_const_right _ _
      (tendsto_natCast_atTop_atTop.const_mul_atTop (by positivity))
  refine tendsto_atTop_mono' _ ?_ hlin
  filter_upwards [eventually_ge_atTop 1] with k hk
  linarith [laplacianEnergy_lower_bound hn hk]
```

A continuous first derivative alone would not do for the divergence as stated in Lean: if $n'$ is nowhere differentiable, `deriv` returns $0$ for the missing second derivatives, and every `laplacianEnergy (noisy n k)` is $0$.

## A uniform background

With $n=1$ there is no curvature to cancel, and the bound gives way to an equality. Here $(n_k'')^2=k\sin^2(kx)$, which integrates to $\pi k$ for every $k\ge1$. The clean GGA integrand is the constant $f(1,0)$, so the GGA limit is $2\pi f(1,0)$. The proof specialises the general limit for the first part, and uses the second-derivative formula and the $\sin^2$ integral for the second.

```lean
/-- For the uniform density `1`, the GGA energy of the noisy density tends to `2π f(1, 0)` for
every continuous `f`, and its Laplacian-level energy equals `π k` for every `k ≥ 1`. -/
theorem uniform_density_noise :
    (∀ f : ℝ × ℝ → ℝ, Continuous f →
      Tendsto (fun k : ℕ => ggaEnergy f (noisy (fun _ => 1) k)) atTop
        (𝓝 (2 * Real.pi * f (1, 0)))) ∧
    ∀ k : ℕ, 1 ≤ k → laplacianEnergy (noisy (fun _ => 1) k) = Real.pi * k := by
  constructor
  · intro f hf
    have e : ggaEnergy f (fun _ => 1) = 2 * Real.pi * f (1, 0) := by
      simp [ggaEnergy]
    rw [← e]
    exact ggaEnergy_tendsto hf contDiff_const
  · intro k hk
    have h : ∀ x, (deriv (deriv (noisy (fun _ => 1) k)) x) ^ 2
        = (k : ℝ) * Real.sin (k * x) ^ 2 := by
      intro x
      have h0 : deriv (deriv (fun _ : ℝ => (1 : ℝ))) x = 0 := by simp
      rw [deriv_deriv_noisy hk (differentiable_const 1) (by simp), h0, zero_sub, neg_sq,
        mul_pow, Real.sq_sqrt (Nat.cast_nonneg k)]
    simp only [laplacianEnergy, h]
    rw [intervalIntegral.integral_const_mul, integral_sin_sq_wave hk, mul_comm]

end

end DensityNoise
```

```lean
#print axioms DensityNoise.gga_stable_laplacian_unstable
-- 'DensityNoise.gga_stable_laplacian_unstable' depends on axioms: [propext, Classical.choice, Quot.sound]
#print axioms DensityNoise.uniform_density_noise
-- 'DensityNoise.uniform_density_noise' depends on axioms: [propext, Classical.choice, Quot.sound]
```

For $k=100$ the ripple has amplitude $100^{-3/2}=0.001$, largest slope $0.1$ and largest second derivative $10$. The GGA-type choice $f(n,n')=(n')^2$ gives $\pi/100\approx0.031$, close to its clean value $0$. The Laplacian-level energy, also $0$ for the clean density, is $100\pi\approx314$.
